# The raising matrix of a single spin is fixed up to the phases of the Jz basis

To write down \(J_x\) and \(J_y\) for a spin, one fills the entries just above the diagonal of \(J_+\) with positive square roots and combines the result with its adjoint. Taking the roots positive loses no generality: any other matrix that, with its own adjoint as the lowering matrix, obeys the same commutation relations for the same diagonal \(J_z\) becomes this one when the basis vectors are given suitable phases.

```lean
import Mathlib

open Matrix

namespace CondonShortleyPhases

noncomputable section

/-- The matrix of `Jz` for spin `n/2`, with diagonal entries `n/2 - k` for `k = 0, ..., n`. -/
def Jz (n : ℕ) : Matrix (Fin (n + 1)) (Fin (n + 1)) ℂ :=
  Matrix.diagonal fun k => (n : ℂ) / 2 - ((k : ℕ) : ℂ)

/-- The standard raising matrix, with entries `√((k+1)(n-k))` at `(k, k+1)` and zero elsewhere. -/
def Jplus (n : ℕ) : Matrix (Fin (n + 1)) (Fin (n + 1)) ℂ :=
  fun i j => if (i : ℕ) + 1 = (j : ℕ) then
    ((Real.sqrt ((((i : ℕ) : ℝ) + 1) * ((n : ℝ) - ((i : ℕ) : ℝ))) : ℝ) : ℂ) else 0

variable {n : ℕ} {A : Matrix (Fin (n + 1)) (Fin (n + 1)) ℂ}

/-- Selection rule: a matrix with `[Jz, A] = A` has nonzero entries only at `(k, k+1)`. -/
theorem selection_rule (hz : Jz n * A - A * Jz n = A) (i j : Fin (n + 1))
    (hij : (i : ℕ) + 1 ≠ (j : ℕ)) : A i j = 0 := by
  have h := congrFun (congrFun hz i) j
  simp only [Jz, Matrix.sub_apply, Matrix.diagonal_mul, Matrix.mul_diagonal] at h
  have h' : (((j : ℕ) : ℂ) - (((i : ℕ) : ℂ) + 1)) * A i j = 0 := by
    linear_combination h
  rcases mul_eq_zero.mp h' with h0 | h0
  · have h1 : ((j : ℕ) : ℂ) = ((i : ℕ) : ℂ) + 1 := sub_eq_zero.mp h0
    have h2 : (j : ℕ) = (i : ℕ) + 1 := by exact_mod_cast h1
    exact absurd h2.symm hij
  · exact h0

/-- The diagonal of `[A, A*] = 2 Jz`: the squared moduli in row `i` minus those in column `i`
add up to `n - 2i`. -/
theorem modulus_balance (hc : A * Aᴴ - Aᴴ * A = (2 : ℂ) • Jz n) (i : Fin (n + 1)) :
    ∑ l, ‖A i l‖ ^ 2 - ∑ l, ‖A l i‖ ^ 2 = (n : ℝ) - 2 * ((i : ℕ) : ℝ) := by
  have key : ∀ z : ℂ, z * star z = ((‖z‖ ^ 2 : ℝ) : ℂ) := fun z => by
    rw [← Complex.normSq_eq_norm_sq]
    exact Complex.mul_conj z
  have key' : ∀ z : ℂ, star z * z = ((‖z‖ ^ 2 : ℝ) : ℂ) := fun z => by
    rw [mul_comm, key]
  have h := congrFun (congrFun hc i) i
  simp only [Jz, Matrix.sub_apply, Matrix.mul_apply, Matrix.conjTranspose_apply,
    Matrix.smul_apply, Matrix.diagonal_apply_eq, smul_eq_mul, key, key'] at h
  apply Complex.ofReal_injective
  push_cast at h ⊢
  linear_combination h

/-- The two commutation relations fix the squared modulus of the entry at `(k, k+1)` to be
`(k+1)(n-k)`. -/
theorem ladder_norm_sq (hz : Jz n * A - A * Jz n = A)
    (hc : A * Aᴴ - Aᴴ * A = (2 : ℂ) • Jz n) (i j : Fin (n + 1))
    (hij : (i : ℕ) + 1 = (j : ℕ)) :
    ‖A i j‖ ^ 2 = (((i : ℕ) : ℝ) + 1) * ((n : ℝ) - ((i : ℕ) : ℝ)) := by
  -- only one entry survives in each row above the last
  have row : ∀ i j : Fin (n + 1), (i : ℕ) + 1 = (j : ℕ) →
      ∑ l, ‖A i l‖ ^ 2 = ‖A i j‖ ^ 2 := fun i j hij =>
    Finset.sum_eq_single j (fun l _ hl => by
      rw [selection_rule hz i l (fun h => hl (Fin.ext (by omega)))]; simp) (by simp)
  -- induction down the ladder, starting from the top state
  have main : ∀ m : ℕ, ∀ i j : Fin (n + 1), (i : ℕ) = m → (i : ℕ) + 1 = (j : ℕ) →
      ‖A i j‖ ^ 2 = ((m : ℝ) + 1) * ((n : ℝ) - (m : ℝ)) := by
    intro m
    induction m with
    | zero =>
      intro i j hi hij
      have hb := modulus_balance hc i
      have h2 : ∑ l, ‖A l i‖ ^ 2 = 0 := Finset.sum_eq_zero (fun l _ => by
        rw [selection_rule hz l i (by omega)]; simp)
      rw [row i j hij, h2, hi] at hb
      push_cast at hb ⊢
      linarith
    | succ m ih =>
      intro i j hi hij
      have hlt := i.isLt
      have hm : m < n + 1 := by omega
      have hb := modulus_balance hc i
      have h2 : ∑ l, ‖A l i‖ ^ 2 = ‖A ⟨m, hm⟩ i‖ ^ 2 :=
        Finset.sum_eq_single (⟨m, hm⟩ : Fin (n + 1)) (fun l _ hl => by
          rw [selection_rule hz l i (fun h => hl (Fin.ext (by
            show (l : ℕ) = m
            omega)))]
          simp) (by simp)
      rw [row i j hij, h2, ih ⟨m, hm⟩ i rfl hi.symm, hi] at hb
      push_cast at hb ⊢
      linear_combination hb
  exact main i i j rfl hij

/-- If `[Jz, A] = A` and `[A, A*] = 2 Jz`, then every entry of the standard raising matrix is the
modulus of the corresponding entry of `A`. -/
theorem Jplus_eq_norm (hz : Jz n * A - A * Jz n = A)
    (hc : A * Aᴴ - Aᴴ * A = (2 : ℂ) • Jz n) (i j : Fin (n + 1)) :
    Jplus n i j = ((‖A i j‖ : ℝ) : ℂ) := by
  by_cases hij : (i : ℕ) + 1 = (j : ℕ)
  · rw [Jplus, if_pos hij, ← ladder_norm_sq hz hc i j hij, Real.sqrt_sq (norm_nonneg _)]
  · rw [Jplus, if_neg hij, selection_rule hz i j hij]
    simp

/-- A diagonal matrix is unitary exactly when each diagonal entry is a phase. -/
theorem diagonal_unitary_iff (φ : Fin (n + 1) → ℂ) :
    Matrix.diagonal φ ∈ Matrix.unitaryGroup (Fin (n + 1)) ℂ ↔ ∀ k, φ k * star (φ k) = 1 := by
  rw [Matrix.mem_unitaryGroup_iff, Matrix.star_eq_conjTranspose,
    Matrix.diagonal_conjTranspose, Matrix.diagonal_mul_diagonal]
  constructor
  · intro h k
    have h1 := congrFun (congrFun h k) k
    simpa only [Matrix.diagonal_apply_eq, Matrix.one_apply_eq, Pi.star_apply] using h1
  · intro h
    rw [← Matrix.diagonal_one]
    exact congrArg Matrix.diagonal (funext h)

/-- If `[Jz, A] = A` and `[A, A*] = 2 Jz`, then some diagonal unitary `D` makes `D A D*` the
standard raising matrix. -/
theorem exists_diagonal_unitary (hz : Jz n * A - A * Jz n = A)
    (hc : A * Aᴴ - Aᴴ * A = (2 : ℂ) • Jz n) :
    ∃ φ : Fin (n + 1) → ℂ, Matrix.diagonal φ ∈ Matrix.unitaryGroup (Fin (n + 1)) ℂ ∧
      Matrix.diagonal φ * A * (Matrix.diagonal φ)ᴴ = Jplus n := by
  -- the arguments of the matrix elements along the ladder
  obtain ⟨θ, hθ⟩ : ∃ θ : ℕ → ℝ, ∀ i j : Fin (n + 1), (i : ℕ) + 1 = (j : ℕ) →
      θ i = (A i j).arg := by
    refine ⟨fun m => if h : m + 1 < n + 1 then
      (A ⟨m, by omega⟩ ⟨m + 1, h⟩).arg else 0, ?_⟩
    rintro ⟨i, hi⟩ ⟨j, hj⟩ hij
    have hij' : i + 1 = j := hij
    subst hij'
    exact dif_pos hj
  have unit : ∀ t : ℝ, Complex.exp (t * Complex.I) * star (Complex.exp (t * Complex.I)) = 1 := by
    intro t
    have h := Complex.mul_conj (Complex.exp (t * Complex.I))
    rw [Complex.normSq_eq_norm_sq, Complex.norm_exp_ofReal_mul_I] at h
    exact h.trans (by norm_num)
  -- the phases of `D` accumulate these arguments
  obtain ⟨w, hw, hstep⟩ : ∃ w : ℕ → ℂ, (∀ k, w k * star (w k) = 1) ∧
      ∀ k, w (k + 1) = w k * Complex.exp (θ k * Complex.I) := by
    refine ⟨fun k => Complex.exp ((∑ m ∈ Finset.range k, θ m : ℝ) * Complex.I),
      fun k => unit _, fun k => ?_⟩
    simp only [Finset.sum_range_succ, Complex.ofReal_add, add_mul, Complex.exp_add]
  refine ⟨fun k => w k, (diagonal_unitary_iff _).2 fun k => hw k, ?_⟩
  ext i j
  simp only [Matrix.diagonal_conjTranspose, Matrix.mul_diagonal, Matrix.diagonal_mul,
    Pi.star_apply]
  rw [Jplus_eq_norm hz hc i j]
  by_cases hij : (i : ℕ) + 1 = (j : ℕ)
  · have hp := Complex.norm_mul_exp_arg_mul_I (A i j)
    rw [← hθ i j hij] at hp
    have he := unit (θ i)
    rw [← hij, hstep, star_mul']
    linear_combination (-(w i * star (w i) * star (Complex.exp (θ i * Complex.I)))) * hp
      + ((‖A i j‖ : ℝ) : ℂ) * Complex.exp (θ i * Complex.I)
        * star (Complex.exp (θ i * Complex.I)) * hw i + ((‖A i j‖ : ℝ) : ℂ) * he
  · rw [selection_rule hz i j hij]
    simp

/-- Two diagonal unitaries that both bring `A` to the standard raising matrix differ by one
global phase. -/
theorem diagonal_unitary_unique {φ ψ : Fin (n + 1) → ℂ}
    (uφ : Matrix.diagonal φ ∈ Matrix.unitaryGroup (Fin (n + 1)) ℂ)
    (uψ : Matrix.diagonal ψ ∈ Matrix.unitaryGroup (Fin (n + 1)) ℂ)
    (hφ : Matrix.diagonal φ * A * (Matrix.diagonal φ)ᴴ = Jplus n)
    (hψ : Matrix.diagonal ψ * A * (Matrix.diagonal ψ)ᴴ = Jplus n) :
    ∃ c : ℂ, ‖c‖ = 1 ∧ ∀ k, ψ k = c * φ k := by
  rw [diagonal_unitary_iff] at uφ uψ
  refine ⟨ψ 0 * star (φ 0), ?_, ?_⟩
  · have h1 : ‖ψ 0‖ * ‖ψ 0‖ = 1 := by
      simpa only [norm_mul, norm_star, norm_one] using congrArg norm (uψ 0)
    have h2 : ‖φ 0‖ * ‖φ 0‖ = 1 := by
      simpa only [norm_mul, norm_star, norm_one] using congrArg norm (uφ 0)
    have h3 : ‖ψ 0‖ = 1 := by nlinarith [norm_nonneg (ψ 0)]
    have h4 : ‖φ 0‖ = 1 := by nlinarith [norm_nonneg (φ 0)]
    rw [norm_mul, norm_star, h3, h4, one_mul]
  · have main : ∀ (m : ℕ) (hm : m < n + 1),
        ψ ⟨m, hm⟩ = ψ 0 * star (φ 0) * φ ⟨m, hm⟩ := by
      intro m
      induction m with
      | zero =>
        intro hm
        show ψ 0 = ψ 0 * star (φ 0) * φ 0
        linear_combination (-ψ 0) * uφ 0
      | succ m ih =>
        intro hm
        have hm' : m < n + 1 := by omega
        have e1 := congrFun (congrFun hφ ⟨m, hm'⟩) ⟨m + 1, hm⟩
        have e2 := congrFun (congrFun hψ ⟨m, hm'⟩) ⟨m + 1, hm⟩
        simp only [Matrix.diagonal_conjTranspose, Matrix.mul_diagonal, Matrix.diagonal_mul,
          Pi.star_apply] at e1 e2
        rw [ih hm'] at e2
        -- the standard matrix element does not vanish
        have hJ : Jplus n ⟨m, hm'⟩ ⟨m + 1, hm⟩ ≠ 0 := by
          have hmn : (m : ℝ) < n := by exact_mod_cast (by omega : m < n)
          have hpos : 0 < ((m : ℝ) + 1) * ((n : ℝ) - m) :=
            mul_pos (by positivity) (by linarith)
          rw [Jplus, if_pos rfl]
          exact Complex.ofReal_ne_zero.mpr (Real.sqrt_pos.mpr hpos).ne'
        have hne : φ ⟨m, hm'⟩ * A ⟨m, hm'⟩ ⟨m + 1, hm⟩ ≠ 0 := by
          intro h
          rw [h, zero_mul] at e1
          exact hJ e1.symm
        have h : star (φ ⟨m + 1, hm⟩) = ψ 0 * star (φ 0) * star (ψ ⟨m + 1, hm⟩) := by
          apply mul_left_cancel₀ hne
          linear_combination e1 - e2
        linear_combination (-ψ ⟨m + 1, hm⟩) * uφ ⟨m + 1, hm⟩
          + φ ⟨m + 1, hm⟩ * ψ ⟨m + 1, hm⟩ * h
          + ψ 0 * star (φ 0) * φ ⟨m + 1, hm⟩ * uψ ⟨m + 1, hm⟩
    exact fun k => main k k.isLt

/-- Condon-Shortley convention: if `[Jz, A] = A` and `[A, A*] = 2 Jz`, and the entries of `A` are
real and nonnegative, then `A` is the standard raising matrix. -/
theorem eq_Jplus_of_nonneg (hz : Jz n * A - A * Jz n = A)
    (hc : A * Aᴴ - Aᴴ * A = (2 : ℂ) • Jz n)
    (hA : ∀ i j, 0 ≤ (A i j).re ∧ (A i j).im = 0) : A = Jplus n := by
  ext i j
  have hr : A i j = (((A i j).re : ℝ) : ℂ) := Complex.ext (by simp) (by simp [(hA i j).2])
  have hn : ‖A i j‖ = (A i j).re := by
    calc ‖A i j‖ = ‖(((A i j).re : ℝ) : ℂ)‖ := congrArg norm hr
      _ = (A i j).re := by rw [Complex.norm_real, Real.norm_of_nonneg (hA i j).1]
  rw [Jplus_eq_norm hz hc i j, hn]
  exact hr

/-- A spin-1/2 raising matrix whose single nonzero entry is the imaginary unit. -/
def spinHalfRaise : Matrix (Fin (1 + 1)) (Fin (1 + 1)) ℂ := !![0, Complex.I; 0, 0]

/-- The matrix `spinHalfRaise` satisfies both commutation relations for `n = 1`. -/
theorem ladder_relations_witness :
    Jz 1 * spinHalfRaise - spinHalfRaise * Jz 1 = spinHalfRaise ∧
      spinHalfRaise * spinHalfRaiseᴴ - spinHalfRaiseᴴ * spinHalfRaise = (2 : ℂ) • Jz 1 := by
  -- equality and products of two-by-two matrices, entry by entry
  have entries : ∀ B C : Matrix (Fin (1 + 1)) (Fin (1 + 1)) ℂ, B 0 0 = C 0 0 →
      B 0 1 = C 0 1 → B 1 0 = C 1 0 → B 1 1 = C 1 1 → B = C := by
    intro B C h00 h01 h10 h11
    ext i j
    fin_cases i <;> fin_cases j
    · exact h00
    · exact h01
    · exact h10
    · exact h11
  have prod : ∀ (B C : Matrix (Fin (1 + 1)) (Fin (1 + 1)) ℂ) (i j : Fin (1 + 1)),
      (B * C) i j = B i 0 * C 0 j + B i 1 * C 1 j := fun B C i j =>
    Matrix.mul_apply.trans (Fin.sum_univ_two _)
  have a00 : spinHalfRaise 0 0 = 0 := rfl
  have a01 : spinHalfRaise 0 1 = Complex.I := rfl
  have a10 : spinHalfRaise 1 0 = 0 := rfl
  have a11 : spinHalfRaise 1 1 = 0 := rfl
  have j00 : Jz 1 0 0 = 1 / 2 := by
    unfold Jz
    rw [Matrix.diagonal_apply_eq]
    exact (show ((1 : ℕ) : ℂ) / 2 - ((0 : ℕ) : ℂ) = 1 / 2 by norm_num)
  have j11 : Jz 1 1 1 = -(1 / 2) := by
    unfold Jz
    rw [Matrix.diagonal_apply_eq]
    exact (show ((1 : ℕ) : ℂ) / 2 - ((1 : ℕ) : ℂ) = -(1 / 2) by norm_num)
  have j01 : Jz 1 0 1 = 0 := by
    unfold Jz
    exact Matrix.diagonal_apply_ne _ (by decide)
  have j10 : Jz 1 1 0 = 0 := by
    unfold Jz
    exact Matrix.diagonal_apply_ne _ (by decide)
  have sI : star Complex.I = -Complex.I := Complex.conj_I
  constructor <;> apply entries <;>
    simp only [Matrix.sub_apply, prod, Matrix.conjTranspose_apply, Matrix.smul_apply,
      smul_eq_mul, a00, a01, a10, a11, j00, j01, j10, j11, sI, star_zero] <;>
    first
      | ring1
      | linear_combination (-1 : ℂ) * Complex.I_mul_I
      | linear_combination Complex.I_mul_I

end

end CondonShortleyPhases
```

```lean
#print axioms CondonShortleyPhases.exists_diagonal_unitary
#print axioms CondonShortleyPhases.diagonal_unitary_unique
#print axioms CondonShortleyPhases.eq_Jplus_of_nonneg
```

```
'CondonShortleyPhases.exists_diagonal_unitary' depends on axioms: [propext, Classical.choice, Quot.sound]
'CondonShortleyPhases.diagonal_unitary_unique' depends on axioms: [propext, Classical.choice, Quot.sound]
'CondonShortleyPhases.eq_Jplus_of_nonneg' depends on axioms: [propext, Classical.choice, Quot.sound]
```

## Two commutators and a diagonal unitary

Fix a natural number \(n\) and let the indices run over \(0,\dots,n\), which is the type `Fin (n + 1)`. The matrix `Jz n` is diagonal with entries \(n/2-k\), and `Jplus n` has the entries

\[
(J_+)_{k,k+1}=\sqrt{(k+1)(n-k)},\qquad 0\le k<n,
\]

and zeros elsewhere. Let \(A\) be a complex matrix of the same size, with adjoint \(A^*\), written `Aᴴ` in Lean. The hypotheses `hz` and `hc` are

\[
[J_z,A]=A,\qquad [A,A^*]=2J_z .
\]

Under them, `exists_diagonal_unitary` gives numbers \(\varphi_0,\dots,\varphi_n\) such that \(D=\mathrm{diag}(\varphi_k)\) is unitary and \(DAD^*=J_+\). The theorem `diagonal_unitary_unique` says that two diagonal unitaries which both do this differ by one constant factor of modulus one. Finally, `eq_Jplus_of_nonneg` says that if the entries of \(A\) are also real and nonnegative, then \(A=J_+\) already.

## One multiplet, with its spectrum given

The units have \(\hbar=1\), the spin is \(n/2\), and index \(k\) labels the state with \(m=n/2-k\), so the top state comes first. An entry at \((k,k+1)\) therefore takes a state one step up. The first hypothesis says that \(A\) raises \(m\) by one. The second contains the physical requirement that the lowering operator is the adjoint of the raising operator, as it must be when \(J_x\) and \(J_y\) are Hermitian.

Conjugation by \(D\) is a change of phase of each \(J_z\) eigenvector, and it leaves \(J_z\) as it is. The Condon–Shortley choice makes the ladder matrix elements nonnegative. Only that part of the convention is treated here; the relative signs of Clebsch–Gordan coefficients, which involve several multiplets, are not.

The spectrum of \(J_z\) is assumed and not derived from the algebra, and each eigenvalue occurs once. A space that contains several copies of the same spin is not covered. For one spin of fixed finite size, the result tells a programmer how the ladder matrices of two codes can differ if both use this \(J_z\) and satisfy both relations: by basis phases, so that the moduli of corresponding entries agree even where the entries themselves do not.

## Moduli from the commutators

The \((i,j)\) entry of \([J_z,A]\) is \((n/2-i)A_{ij}-A_{ij}(n/2-j)=(j-i)A_{ij}\). Setting it equal to \(A_{ij}\) gives

\[
(j-i-1)A_{ij}=0,
\]

so \(A_{ij}=0\) unless \(j=i+1\). This is `selection_rule`: `linear_combination` produces the displayed product, and the case split on `mul_eq_zero` treats its two factors.

The \((i,i)\) entry of the second relation is

\[
\sum_l |A_{il}|^2-\sum_l |A_{li}|^2=n-2i ,
\]

which is `modulus_balance`. At most one term survives in each sum. Write \(a_k=|A_{k,k+1}|^2\) for \(0\le k<n\). If \(n\ge1\), row \(0\) gives \(a_0=n\), because nothing lies above the top state. For \(1\le k<n\) the balance reads \(a_k-a_{k-1}=n-2k\). Adding these equations gives

\[
a_k=\sum_{i=0}^{k}(n-2i)=(k+1)n-k(k+1)=(k+1)(n-k).
\]

The lemma `ladder_norm_sq` does this by induction from the top state. `Finset.sum_eq_single` reduces each sum to its surviving term, and the induction hypothesis supplies \(a_{k-1}\). Taking square roots gives `Jplus_eq_norm`: \((J_+)_{ij}=|A_{ij}|\) for every entry. For \(n=0\) both matrices are the single entry zero.

This also settles the nonnegative case. There each entry of \(A\) equals its own modulus, hence the entry of \(J_+\), which is the argument of `eq_Jplus_of_nonneg`.

## Phases accumulated down the ladder

Write \(A_{k,k+1}=|A_{k,k+1}|e^{i\theta_k}\), where \(i\) is from now on the imaginary unit. Since

\[
(DAD^*)_{k,k+1}=\varphi_k A_{k,k+1}\overline{\varphi_{k+1}},
\]

the phase cancels if \(\varphi_{k+1}=\varphi_k e^{i\theta_k}\). Starting from \(\varphi_0=1\), this gives

\[
\varphi_k=\exp\Bigl(i\sum_{l<k}\theta_l\Bigr).
\]

Each \(\varphi_k\) has modulus one, so \(D\) is unitary by `diagonal_unitary_iff`. In the proof of `exists_diagonal_unitary`, `θ` holds the arguments and `w` the accumulated phases, with `hstep` as the recursion. The last `linear_combination` combines the polar form of \(A_{k,k+1}\) with the unit modulus of the phases. All other entries vanish on both sides.

For uniqueness, let \(\psi_k\) be the entries of a second such unitary and put \(c=\psi_0\overline{\varphi_0}\). Then \(|c|=1\) and \(\psi_0=c\varphi_0\). Suppose that \(\psi_k=c\varphi_k\) with \(k<n\). Both unitaries give the same entry of \(J_+\), so

\[
\varphi_kA_{k,k+1}\overline{\varphi_{k+1}}
=c\,\varphi_kA_{k,k+1}\overline{\psi_{k+1}} .
\]

This entry is \(\sqrt{(k+1)(n-k)}\), which is not zero, so the common factor \(\varphi_kA_{k,k+1}\) can be cancelled. That leaves \(\overline{\varphi_{k+1}}=c\,\overline{\psi_{k+1}}\), and multiplication by \(\varphi_{k+1}\psi_{k+1}\) gives \(\psi_{k+1}=c\varphi_{k+1}\). The Lean induction follows the same lines, with `hJ` for the nonzero entry and `mul_left_cancel₀` for the cancellation. It uses neither commutation relation as a hypothesis: the two equations with \(J_+\) and the unit modulus of the phases are enough.

## Spin 1/2 and spin 1 with unusual phases

The matrix `spinHalfRaise` has the single nonzero entry \(i\) at \((0,1)\). The theorem `ladder_relations_witness` checks both commutators for it entry by entry, so the hypotheses also admit a matrix other than the standard one.

For spin 1, where \(n=2\), take

\[
A=\begin{pmatrix}0&i\sqrt2&0\\0&0&-\sqrt2\\0&0&0\end{pmatrix}.
\]

The diagonal of \([A,A^*]\) is \((2,\,2-2,\,-2)=(2,0,-2)\), as required, and its other entries vanish. The arguments are \(\theta_0=\pi/2\) and \(\theta_1=\pi\), so \(D=\mathrm{diag}(1,i,-i)\). The two transformed entries are

\[
1\cdot i\sqrt2\cdot(-i)=\sqrt2,\qquad i\cdot(-\sqrt2)\cdot i=\sqrt2 ,
\]

which are those of the standard \(J_+\).

## A lowering matrix that is not the adjoint

A purely algebraic model would replace \(A^*\) by an independent matrix \(B\) with \([J_z,B]=-B\) and \([A,B]=2J_z\). The same recursion then fixes only the products \(A_{k,k+1}B_{k+1,k}=(k+1)(n-k)\), so \(A\) may be scaled up at a step where \(B\) is scaled down. The diagonal matrix that restores the standard form is then invertible but in general not unitary; this variant is a comparison by hand and has no theorem in the file.
